# Half-filling hydrogenic shell K+1 with noninteracting electrons puts the energy above the smooth closed-shell curve by Z²/(4K) to leading order in 1/K

**Q:** I want the energy of many noninteracting electrons in the field of a nucleus of charge Z. Instead of summing over shells, I take the electron number N, solve

v(v+1)(2v+1)/3 = N

for a continuous shell number v, and read off −vZ² in hartree. That is exact when the shells are closed. How wrong is it when the last shell is half full?

**A:** For large K, it is too low by about Z²/(4K) if shells 1 to K are full and shell K+1 is half full. With a fraction t of that shell filled, the error is about t(1−t)Z²/K. So within the noninteracting model you know how much shell structure this particular smooth formula leaves out.

**Q:** Derive it first, then I'll question the formal version.

**A:** Shell n holds 2n² electrons, each with energy −Z²/(2n²), so every full shell contributes −Z². The actual energy and electron number are therefore

E = −(K+t)Z²

N = K(K+1)(2K+1)/3 + 2t(K+1)².

Write S(v) = v(v+1)(2v+1)/3 = (2v³+3v²+v)/3 for the smooth count. At equal electron number, S(v) = N, the actual energy minus the smooth one is

−(K+t)Z² + vZ² = (v−K−t)Z².

So everything depends on the shift d = v−K−t. Put x = K+t and subtract 3S(x) from both sides of 3S(v) = 3N. The left side factorises:

3S(v) − 3S(x) = d·C, with C = 2(v²+vx+x²) + 3(v+x) + 1.

On the right, expanding the powers of K+t gives

3N − 3S(x) = 6Kt(1−t) + t(5−3t−2t²) = t(1−t)(6K+2t+5).

Hence

d·C = t(1−t)(6K+2t+5).

For large K, C is close to 6K² and the last bracket to 6K, so d is close to t(1−t)/K.

**Q:** "Close to" assumes that v stays near K.

**A:** It does. For 0 ≤ t ≤ 1 and v ≥ 0 the right side is nonnegative and C is positive, so d ≥ 0 and v ≥ K+t. Also N is at most S(K+1), the count with shell K+1 full, and S is increasing, so v ≤ K+1. Inserting these bounds on v into C gives

K(6K+2t+5) ≤ C ≤ (K+3)(6K+2t+5).

Multiply by t(1−t), use the equation for d·C, and divide by C:

K·d ≤ t(1−t) ≤ (K+3)·d.

Thus K·d lies between t(1−t)·K/(K+3) and t(1−t), and both ends tend to t(1−t). At t = 1/2 that is 1/4.

**Q:** Show me numbers.

**A:** Take K = 10 and t = 1/2. Then N = 770 + 121 = 891, and the right side of the shift equation is 0.25·66 = 16.5. Setting v = x = 10.5 in C gives 725.5, so d ≈ 0.0227; one correction of C to 727.0 gives d ≈ 0.02270. So K·d ≈ 0.227, inside the window from 0.192 to 0.25. For the neutral atom, Z = 891, the excess is about 18 020 hartree, while Z²/(4K) is about 19 850. No real nucleus has such a charge; the numbers only illustrate the model. The agreement is relative: the ratio tends to one, but the difference in hartree need not become small.

**Q:** Now the formal side. Where does the physics enter?

**A:** In the definitions. The first is the shell capacity, with spin included.

In Lean 4 with Mathlib:

```lean
import Mathlib

open Filter Topology

namespace HydrogenicShellFilling

noncomputable section

/-- Number of electrons that shell `n` holds, spin included. -/
def capacity (n : ℕ) : ℝ := 2 * (n : ℝ) ^ 2
```

The level energy is the nonrelativistic hydrogenic one in hartree, for a fixed point nucleus. It is put in by definition, not derived from a Schrödinger equation.

```lean
/-- Hydrogenic level energy in hartree for nuclear charge `Z` and principal quantum
number `n ≥ 1`. -/
def levelEnergy (Z : ℝ) (n : ℕ) : ℝ := -Z ^ 2 / (2 * (n : ℝ) ^ 2)
```

**Q:** And the filling?

**A:** `K` is a natural number and `t` is real. The summation index starts at 0, so its term `n` stands for shell n+1, and the sum covers shells 1 to K. The partly filled shell is added with weight `t`.

```lean
/-- Number of electrons when shells `1, …, K` are full and a fraction `t` of shell `K + 1`
is filled. -/
def electronCount (K : ℕ) (t : ℝ) : ℝ :=
  ∑ n ∈ Finset.range K, capacity (n + 1) + t * capacity (K + 1)

/-- Total energy of noninteracting electrons that fill shells `1, …, K` and a fraction `t`
of shell `K + 1`. -/
def energy (Z : ℝ) (K : ℕ) (t : ℝ) : ℝ :=
  ∑ n ∈ Finset.range K, capacity (n + 1) * levelEnergy Z (n + 1)
    + t * (capacity (K + 1) * levelEnergy Z (K + 1))
```

There is no electron–electron repulsion, hence no screening and no splitting of a shell into subshells. The filling order is prescribed; no minimisation over occupations takes place. For general `t` the count need not be an integer, but at half filling the open shell holds (K+1)² electrons, so the count is an integer.

**Q:** What makes the smooth curve *the* smooth curve?

**A:** A choice. It continues the closed-shell formulas for N and E from integer K to real `v`, using the same polynomials. Nothing in the theorems singles it out among curves through the closed-shell points, and the excess is measured from this one.

```lean
/-- Electron number on the smooth closed-shell curve at the continuous shell number `v`. -/
def smoothCount (v : ℝ) : ℝ := v * (v + 1) * (2 * v + 1) / 3

/-- Energy on the smooth closed-shell curve at the continuous shell number `v`. -/
def smoothEnergy (Z v : ℝ) : ℝ := -v * Z ^ 2
```

**Q:** Are the closed forms for N and E assumed?

**A:** They are proved from the sums. For the electron number, induction on `K` adds one shell at a time.

```lean
/-- The electron number in closed form: the full shells plus the filled part of the
next one. -/
theorem electronCount_eq (K : ℕ) (t : ℝ) :
    electronCount K t = K * (K + 1) * (2 * K + 1) / 3 + 2 * t * ((K : ℝ) + 1) ^ 2 := by
  have hsum : ∑ n ∈ Finset.range K, capacity (n + 1)
      = (K : ℝ) * (K + 1) * (2 * K + 1) / 3 := by
    induction K with
    | zero => simp
    | succ K ih =>
      rw [Finset.sum_range_succ, ih, capacity]
      push_cast
      ring
  rw [electronCount, hsum, capacity]
  push_cast
  ring
```

For the energy, `key` is the observation that each full shell gives −Z². The sum then has K equal terms, and the open shell adds t of one more.

```lean
/-- With `K` full shells and a fraction `t` of the next one filled, the total energy is
`-(K + t) Z²`. -/
theorem energy_eq (Z : ℝ) (K : ℕ) (t : ℝ) : energy Z K t = -(K + t) * Z ^ 2 := by
  -- every full shell contributes the same energy
  have key : ∀ n : ℕ, capacity (n + 1) * levelEnergy Z (n + 1) = -Z ^ 2 := by
    intro n
    have hn : ((n + 1 : ℕ) : ℝ) ≠ 0 := Nat.cast_ne_zero.2 (Nat.succ_ne_zero n)
    unfold capacity levelEnergy
    field_simp
  simp only [energy, key, Finset.sum_const, Finset.card_range, nsmul_eq_mul]
  ring
```

**Q:** You speak of "the" v. A cubic can have three real roots.

**A:** Among nonnegative numbers there is exactly one. First, S is strictly increasing there: the difference S(b) − S(a) contains the factor b−a and the same kind of positive cofactor as C.

```lean
/-- On nonnegative shell numbers the smooth electron number is strictly increasing. -/
theorem smoothCount_lt {a b : ℝ} (ha : 0 ≤ a) (hab : a < b) :
    smoothCount a < smoothCount b := by
  have hb : 0 < b := lt_of_le_of_lt ha hab
  have h : 0 < (b - a) * (2 * (b ^ 2 + b * a + a ^ 2) + 3 * (b + a) + 1) :=
    mul_pos (sub_pos.2 hab) (by positivity)
  unfold smoothCount
  nlinarith [h]
```

Existence comes from the intermediate value theorem on the interval from 0 to 3N, since S(0) = 0 ≤ N ≤ S(3N). Uniqueness comes from the strict increase: a smaller or a larger root would give a different count.

```lean
/-- Every electron number `N ≥ 0` belongs to exactly one nonnegative continuous shell
number. -/
theorem existsUnique_shellNumber {N : ℝ} (hN : 0 ≤ N) :
    ∃! v : ℝ, 0 ≤ v ∧ smoothCount v = N := by
  have hc : Continuous smoothCount := by
    unfold smoothCount
    fun_prop
  have h0 : smoothCount 0 ≤ N := by
    simpa [smoothCount] using hN
  have h1 : N ≤ smoothCount (3 * N) := by
    unfold smoothCount
    nlinarith [pow_nonneg hN 2, pow_nonneg hN 3]
  obtain ⟨v, hv, hvN⟩ :=
    intermediate_value_Icc (by linarith : (0 : ℝ) ≤ 3 * N) hc.continuousOn ⟨h0, h1⟩
  refine ⟨v, ⟨hv.1, hvN⟩, ?_⟩
  rintro w ⟨hw, hwN⟩
  rcases lt_trichotomy w v with h | h | h
  · have := smoothCount_lt hw h
    linarith
  · exact h
  · have := smoothCount_lt hv.1 h
    linarith
```

The later theorems take a `v` that satisfies the equation as given, and this one shows that such a `v` is always available for 0 ≤ t ≤ 1.

**Q:** Where is the factorised equation?

**A:** Here, with no restriction on `t` or on the sign of `v`. After the closed form for N is inserted, `linear_combination 3 * hv` confirms that the identity is three times the defining equation, rearranged.

```lean
/-- Exact equation for the shift `v - K - t` between the continuous shell number `v` and
the actual filling `K + t` at equal electron number. -/
theorem shift_identity {K : ℕ} {t v : ℝ} (hv : smoothCount v = electronCount K t) :
    (v - K - t) * (2 * (v ^ 2 + v * (K + t) + (K + t) ^ 2) + 3 * (v + (K + t)) + 1)
      = t * (1 - t) * (6 * K + 2 * t + 5) := by
  rw [electronCount_eq, smoothCount] at hv
  linear_combination 3 * hv
```

**Q:** And the two-sided bound?

**A:** It follows the derivation closely. The code calls the cofactor `Q` where I wrote C. `hd` is d ≥ 0 and `hv1` is v ≤ K+1, both by contradiction; `hlow` and `hup` are the two bounds on the cofactor. The last lines multiply by t(1−t), substitute the identity and cancel the positive cofactor. The bound holds for every K. For K ≥ 1 it limits d from both sides, so it is an error estimate at finite K as well as a step towards the limit; at K = 0 the first inequality says nothing about d.

```lean
/-- For a filling fraction `0 ≤ t ≤ 1` and a shell number `v ≥ 0` at equal electron number,
the shift `v - K - t` is bounded on both sides in terms of `t (1 - t)`. -/
theorem shift_bounds {K : ℕ} {t v : ℝ} (ht0 : 0 ≤ t) (ht1 : t ≤ 1) (hv0 : 0 ≤ v)
    (hv : smoothCount v = electronCount K t) :
    K * (v - K - t) ≤ t * (1 - t) ∧ t * (1 - t) ≤ (K + 3) * (v - K - t) := by
  have hK : (0 : ℝ) ≤ K := Nat.cast_nonneg K
  have hp : 0 ≤ t * (1 - t) := mul_nonneg ht0 (by linarith)
  obtain ⟨Q, hQ⟩ : ∃ Q : ℝ, Q =
    2 * (v ^ 2 + v * (K + t) + (K + t) ^ 2) + 3 * (v + (K + t)) + 1 := ⟨_, rfl⟩
  have hid : (v - K - t) * Q = t * (1 - t) * (6 * K + 2 * t + 5) := by
    rw [hQ]
    exact shift_identity hv
  have hQ0 : 0 < Q := by
    rw [hQ]
    positivity
  have hd : 0 ≤ v - K - t := by
    by_contra h
    have h1 := mul_neg_of_neg_of_pos (not_le.1 h) hQ0
    have h2 : 0 ≤ t * (1 - t) * (6 * K + 2 * t + 5) := mul_nonneg hp (by positivity)
    linarith
  -- the shell number cannot exceed that of the next closed shell
  have hv1 : v ≤ K + 1 := by
    by_contra h
    have h1 := smoothCount_lt (by positivity : (0 : ℝ) ≤ K + 1) (not_le.1 h)
    rw [hv, electronCount_eq, smoothCount] at h1
    nlinarith [mul_nonneg (sub_nonneg.2 ht1) (sq_nonneg ((K : ℝ) + 1))]
  have hlow : K * (6 * K + 2 * t + 5) ≤ Q := by
    rw [hQ]
    nlinarith [mul_nonneg hK hd, mul_nonneg ht0 hd, mul_nonneg hK ht0, sq_nonneg t,
      sq_nonneg (v - K - t)]
  have hup : Q ≤ (K + 3) * (6 * K + 2 * t + 5) := by
    have ha : (K : ℝ) + t ≤ K + 1 := by linarith
    have ha0 : (0 : ℝ) ≤ K + t := by positivity
    have hm0 : (0 : ℝ) ≤ K + 1 := by positivity
    have h1 := mul_le_mul hv1 hv1 hv0 hm0
    have h2 := mul_le_mul hv1 ha ha0 hm0
    have h3 := mul_le_mul ha ha ha0 hm0
    rw [hQ]
    nlinarith [h1, h2, h3, mul_nonneg hK ht0]
  constructor
  · refine le_of_mul_le_mul_right ?_ hQ0
    have h := mul_le_mul_of_nonneg_left hlow hp
    linear_combination h + K * hid
  · refine le_of_mul_le_mul_right ?_ hQ0
    have h := mul_le_mul_of_nonneg_left hup hp
    linear_combination h - (K + 3) * hid
```

**Q:** In the limit, what varies and what stays fixed?

**A:** The fraction `t` is fixed and `K` grows. `v` is now a sequence, with one shell number for each K. `Tendsto … atTop (𝓝 (t * (1 - t)))` says that K·d converges to t(1−t) as K → ∞. The conditions on `v` are required only for K ≥ 1. The proof is the squeeze above, with K/(K+3) → 1 supplying the lower end.

```lean
/-- At fixed filling fraction `0 ≤ t ≤ 1` of shell `K + 1`, the nonnegative shell number
`v K` at equal electron number satisfies `K (v K - K - t) → t (1 - t)`. -/
theorem shift_tendsto {t : ℝ} (ht0 : 0 ≤ t) (ht1 : t ≤ 1) {v : ℕ → ℝ}
    (hv0 : ∀ K ≥ 1, 0 ≤ v K) (hv : ∀ K ≥ 1, smoothCount (v K) = electronCount K t) :
    Tendsto (fun K : ℕ => (K : ℝ) * (v K - K - t)) atTop (𝓝 (t * (1 - t))) := by
  have hl := (tendsto_natCast_div_add_atTop (3 : ℝ)).const_mul (t * (1 - t))
  rw [mul_one] at hl
  refine tendsto_of_tendsto_of_tendsto_of_le_of_le' hl tendsto_const_nhds ?_ ?_
  · filter_upwards [eventually_ge_atTop 1] with K hK
    have hb := (shift_bounds ht0 ht1 (hv0 K hK) (hv K hK)).2
    have h := mul_le_mul_of_nonneg_left hb (Nat.cast_nonneg K : (0 : ℝ) ≤ K)
    rw [← mul_div_assoc, div_le_iff₀ (by positivity)]
    linarith
  · filter_upwards [eventually_ge_atTop 1] with K hK
    exact (shift_bounds ht0 ht1 (hv0 K hK) (hv K hK)).1
```

**Q:** That concerns a shell number. I asked about an energy.

**A:** The next theorem takes the actual energy minus the smooth energy, divides by Z² and multiplies by K. By the closed form this is K·d again, so the limit carries over. The charge may change with K in any way, provided it is nonzero, because we divide by its square.

```lean
/-- For nonzero nuclear charges `Z K` and a fixed fraction `0 ≤ t ≤ 1` of shell `K + 1`
filled, the energy above the smooth closed-shell curve at equal electron number, in units
of `Z²/K`, tends to `t (1 - t)`. -/
theorem energy_excess_tendsto {t : ℝ} (ht0 : 0 ≤ t) (ht1 : t ≤ 1) {v Z : ℕ → ℝ}
    (hv0 : ∀ K ≥ 1, 0 ≤ v K) (hv : ∀ K ≥ 1, smoothCount (v K) = electronCount K t)
    (hZ : ∀ K ≥ 1, Z K ≠ 0) :
    Tendsto (fun K : ℕ =>
      (K : ℝ) * ((energy (Z K) K t - smoothEnergy (Z K) (v K)) / Z K ^ 2))
      atTop (𝓝 (t * (1 - t))) := by
  refine (shift_tendsto ht0 ht1 hv0 hv).congr' ?_
  filter_upwards [eventually_ge_atTop 1] with K hK
  have e : energy (Z K) K t - smoothEnergy (Z K) (v K) = (v K - K - t) * Z K ^ 2 := by
    rw [energy_eq, smoothEnergy]
    ring
  rw [e, mul_div_assoc, div_self (pow_ne_zero 2 (hZ K hK)), mul_one]
```

**Q:** So the charge isn't tied to the number of electrons?

**A:** Not there: ions of any charge are allowed. The last theorem ties them together by inserting `electronCount K (1 / 2)` as the nuclear charge, which is neutrality. It also writes the cubic equation out in full, so you can compare it with the one you solve in practice. It has two conclusions: K(v−K−1/2) tends to 1/4, and so does the energy excess in units of Z²/K. The proof matches the written equation to the definitions, checks that the charge is nonzero, and applies the two preceding theorems at t = 1/2.

```lean
/-- Neutral atom with shell `K + 1` half filled: if `v K > 0` is the shell number at equal
electron number, then `K (v K - K - 1/2)` and the energy above the smooth closed-shell
curve in units of `Z²/K` both tend to `1/4`. -/
theorem half_filled_neutral_atom {v : ℕ → ℝ} (hv0 : ∀ K ≥ 1, 0 < v K)
    (hv : ∀ K : ℕ, K ≥ 1 → v K * (v K + 1) * (2 * v K + 1) / 3
      = (K : ℝ) * (K + 1) * (2 * K + 1) / 3 + ((K : ℝ) + 1) ^ 2) :
    Tendsto (fun K : ℕ => (K : ℝ) * (v K - K - 1 / 2)) atTop (𝓝 (1 / 4)) ∧
    Tendsto (fun K : ℕ => (K : ℝ) *
      ((energy (electronCount K (1 / 2)) K (1 / 2)
        - smoothEnergy (electronCount K (1 / 2)) (v K)) / electronCount K (1 / 2) ^ 2))
      atTop (𝓝 (1 / 4)) := by
  have hv' : ∀ K ≥ 1, smoothCount (v K) = electronCount K (1 / 2) := by
    intro K hK
    rw [electronCount_eq, smoothCount, hv K hK]
    ring
  have hZ : ∀ K ≥ 1, electronCount K (1 / 2) ≠ 0 := by
    intro K _
    rw [electronCount_eq]
    positivity
  have hq : (1 / 4 : ℝ) = 1 / 2 * (1 - 1 / 2) := by norm_num
  rw [hq]
  exact ⟨shift_tendsto (by norm_num) (by norm_num) (fun K hK => (hv0 K hK).le) hv',
    energy_excess_tendsto (Z := fun K => electronCount K (1 / 2)) (by norm_num)
      (by norm_num) (fun K hK => (hv0 K hK).le) hv' hZ⟩

end

end HydrogenicShellFilling
```

```lean
#print axioms HydrogenicShellFilling.existsUnique_shellNumber
#print axioms HydrogenicShellFilling.half_filled_neutral_atom
```

```
'HydrogenicShellFilling.existsUnique_shellNumber' depends on axioms: [propext, Classical.choice, Quot.sound]
'HydrogenicShellFilling.half_filled_neutral_atom' depends on axioms: [propext, Classical.choice, Quot.sound]
```

**Q:** Then my remaining doubt is about the model, not the statement. A real heavy atom has repulsion and relativistic effects.

**A:** Yes, and the 1/4 should not be carried over to one. What it gives you is the error of the smooth formula within the noninteracting model: at half filling, the excess of the summed energy over −vZ², multiplied by K/Z², lies between K/(4(K+3)) and 1/4. To test a nonrelativistic shell-summation code with the interaction switched off, compare its energy directly with −(K+1/2)Z², which is exact in this model.
